# An open Ising chain with next-nearest couplings has twice the partition function of a shorter nearest-neighbour chain in a field

An open chain of classical spins s_0, …, s_N with N ≥ 1 is described here by a natural number n = N − 1 and two lists of real couplings: J_0, …, J_n between nearest neighbours and K_0, …, K_(n−1) between next-nearest neighbours. The couplings may vary from site to site, and the uniform chain is the case of constant lists.

In Lean 4 with Mathlib:

```lean
import Mathlib

open Matrix

namespace NextNearestIsing

noncomputable section

/-- The real value, `1` or `-1`, of an Ising spin. -/
def spin (s : ℤˣ) : ℝ := ((s : ℤ) : ℝ)

/-- The bond variables `t_i = s_i s_(i+1)` of an open chain of spins. -/
def bond {n : ℕ} (s : Fin (n + 1) → ℤˣ) : Fin n → ℤˣ :=
  fun i => s i.castSucc * s i.succ

/-- Boltzmann weight of an open chain of `n + 2` spins with nearest-neighbour couplings `J i`
and next-nearest-neighbour couplings `K i`, in units of the temperature. -/
def nnnWeight {n : ℕ} (J : Fin (n + 1) → ℝ) (K : Fin n → ℝ) (s : Fin (n + 2) → ℤˣ) : ℝ :=
  Real.exp (∑ i, J i * (spin (s i.castSucc) * spin (s i.succ))
    + ∑ i, K i * (spin (s i.castSucc.castSucc) * spin (s i.succ.succ)))

/-- Boltzmann weight of an open Ising chain of `n + 1` spins with nearest-neighbour couplings
`K i` in local fields `J i`, in units of the temperature. -/
def fieldWeight {n : ℕ} (K : Fin n → ℝ) (J : Fin (n + 1) → ℝ) (t : Fin (n + 1) → ℤˣ) : ℝ :=
  Real.exp (∑ i, K i * (spin (t i.castSucc) * spin (t i.succ)) + ∑ i, J i * spin (t i))

/-- Partition function of the chain with next-nearest-neighbour couplings. -/
def nnnZ {n : ℕ} (J : Fin (n + 1) → ℝ) (K : Fin n → ℝ) : ℝ := ∑ s, nnnWeight J K s

/-- Partition function of the nearest-neighbour chain in a field. -/
def fieldZ {n : ℕ} (K : Fin n → ℝ) (J : Fin (n + 1) → ℝ) : ℝ := ∑ t, fieldWeight K J t

/-- Thermal mean of an observable in the chain with next-nearest-neighbour couplings. -/
def nnnMean {n : ℕ} (J : Fin (n + 1) → ℝ) (K : Fin n → ℝ)
    (f : (Fin (n + 2) → ℤˣ) → ℝ) : ℝ := (∑ s, f s * nnnWeight J K s) / nnnZ J K

/-- Thermal mean of an observable in the nearest-neighbour chain in a field. -/
def fieldMean {n : ℕ} (K : Fin n → ℝ) (J : Fin (n + 1) → ℝ)
    (f : (Fin (n + 1) → ℤˣ) → ℝ) : ℝ := (∑ t, f t * fieldWeight K J t) / fieldZ K J

/-- The transfer matrix of the uniform Ising chain, with the field acting on the second spin. -/
def transfer (K J : ℝ) : Matrix ℤˣ ℤˣ ℝ :=
  Matrix.of fun a b => Real.exp (K * (spin a * spin b) + J * spin b)

lemma spin_mul (a b : ℤˣ) : spin (a * b) = spin a * spin b := by
  simp [spin]

lemma spin_mul_self (a : ℤˣ) : spin a * spin a = 1 := by
  rw [← spin_mul, Int.units_mul_self]
  simp [spin]

/-- Summing a function of the bond variables over all spin configurations gives twice its sum
over all bond configurations. -/
theorem sum_bond {n : ℕ} (f : (Fin n → ℤˣ) → ℝ) :
    ∑ s : Fin (n + 1) → ℤˣ, f (bond s) = 2 * ∑ t, f t := by
  -- the first spin and the bonds together determine the configuration
  have hb : Function.Bijective (fun s : Fin (n + 1) → ℤˣ => (s 0, bond s)) := by
    rw [Fintype.bijective_iff_injective_and_card]
    constructor
    · intro s s' h
      simp only [Prod.mk.injEq] at h
      obtain ⟨h0, h1⟩ := h
      funext i
      induction i using Fin.induction with
      | zero => exact h0
      | succ i ih =>
        have h2 := congrFun h1 i
        simp only [bond] at h2
        rw [ih] at h2
        exact mul_left_cancel h2
    · simp [Fintype.card_units_int, pow_succ, mul_comm]
  calc ∑ s : Fin (n + 1) → ℤˣ, f (bond s)
      = ∑ p : ℤˣ × (Fin n → ℤˣ), f p.2 := hb.sum_comp (fun p => f p.2)
    _ = 2 * ∑ t, f t := by
      rw [Fintype.sum_prod_type]
      simp only [Finset.sum_const, Finset.card_univ, Fintype.card_units_int, nsmul_eq_mul,
        Nat.cast_ofNat]

/-- The weight of a spin configuration equals the weight of its bond variables in the
nearest-neighbour chain, with `J` as field and `K` as coupling. -/
theorem nnnWeight_eq {n : ℕ} (J : Fin (n + 1) → ℝ) (K : Fin n → ℝ) (s : Fin (n + 2) → ℤˣ) :
    nnnWeight J K s = fieldWeight K J (bond s) := by
  -- the middle spin squares to one
  have key : ∀ i : Fin n, spin (bond s i.castSucc) * spin (bond s i.succ)
      = spin (s i.castSucc.castSucc) * spin (s i.succ.succ) := by
    intro i
    have h := spin_mul_self (s i.succ.castSucc)
    simp only [bond, spin_mul, Fin.succ_castSucc]
    linear_combination (spin (s i.castSucc.castSucc) * spin (s i.succ.succ)) * h
  simp only [nnnWeight, fieldWeight, key]
  simp only [bond, spin_mul]
  rw [add_comm]

/-- The open chain with nearest couplings `J` and next-nearest couplings `K` has twice the
partition function of the open chain with one spin fewer, nearest couplings `K` and fields `J`. -/
theorem nnnZ_eq_two_mul_fieldZ {n : ℕ} (J : Fin (n + 1) → ℝ) (K : Fin n → ℝ) :
    nnnZ J K = 2 * fieldZ K J := by
  simp only [nnnZ, fieldZ, nnnWeight_eq]
  exact sum_bond (fieldWeight K J)

/-- The thermal mean of any function of the bond variables equals the mean of the same function
of the spins in the nearest-neighbour chain in a field. -/
theorem nnnMean_bond {n : ℕ} (J : Fin (n + 1) → ℝ) (K : Fin n → ℝ)
    (f : (Fin (n + 1) → ℤˣ) → ℝ) :
    nnnMean J K (fun s => f (bond s)) = fieldMean K J f := by
  have h : ∑ s : Fin (n + 2) → ℤˣ, f (bond s) * fieldWeight K J (bond s)
      = 2 * ∑ t, f t * fieldWeight K J t := sum_bond (fun t => f t * fieldWeight K J t)
  simp only [nnnMean, fieldMean, nnnZ_eq_two_mul_fieldZ, nnnWeight_eq]
  rw [h, mul_div_mul_left _ _ (two_ne_zero)]

/-- The correlation of two neighbouring spins equals the local magnetisation of the
nearest-neighbour chain in a field. -/
theorem neighbour_correlation {n : ℕ} (J : Fin (n + 1) → ℝ) (K : Fin n → ℝ) (i : Fin (n + 1)) :
    nnnMean J K (fun s => spin (s i.castSucc) * spin (s i.succ))
      = fieldMean K J (fun t => spin (t i)) := by
  have h := nnnMean_bond J K (fun t => spin (t i))
  simpa only [bond, spin_mul] using h

/-- The product of the two end spins is the product of all bond variables. -/
theorem ends_eq_prod_bond {n : ℕ} (s : Fin (n + 1) → ℤˣ) :
    spin (s 0) * spin (s (Fin.last n)) = ∏ i, spin (bond s i) := by
  induction n with
  | zero =>
    rw [Fin.prod_univ_zero]
    exact spin_mul_self (s 0)
  | succ n ih =>
    have h1 : ∏ i : Fin n, spin (bond s i.castSucc)
        = spin (s 0) * spin (s (Fin.last n).castSucc) := (ih (fun i => s i.castSucc)).symm
    have h2 : spin (bond s (Fin.last n))
        = spin (s (Fin.last n).castSucc) * spin (s (Fin.last (n + 1))) := spin_mul _ _
    rw [Fin.prod_univ_castSucc, h1, h2]
    linear_combination (-(spin (s 0) * spin (s (Fin.last (n + 1))))) *
      spin_mul_self (s (Fin.last n).castSucc)

/-- The end-to-end correlation equals the mean of the product of all spins of the
nearest-neighbour chain in a field. -/
theorem end_to_end_correlation {n : ℕ} (J : Fin (n + 1) → ℝ) (K : Fin n → ℝ) :
    nnnMean J K (fun s => spin (s 0) * spin (s (Fin.last (n + 1))))
      = fieldMean K J (fun t => ∏ i, spin (t i)) := by
  simp only [ends_eq_prod_bond]
  exact nnnMean_bond J K (fun t => ∏ i, spin (t i))

lemma sum_cons {n : ℕ} (g : (Fin (n + 1) → ℤˣ) → ℝ) :
    ∑ t, g t = ∑ b : ℤˣ, ∑ t : Fin n → ℤˣ, g (Fin.cons b t) := by
  rw [← (Fin.consEquiv (fun _ : Fin (n + 1) => ℤˣ)).sum_comp g, Fintype.sum_prod_type]
  rfl

/-- Adding a spin `a` at the front of a uniform chain multiplies the weight by the factor of its
field energy and of its bond to the old first spin. -/
theorem fieldWeight_cons {n : ℕ} (K J : ℝ) (a : ℤˣ) (t : Fin (n + 1) → ℤˣ) :
    fieldWeight (fun _ => K) (fun _ => J) (Fin.cons a t : Fin (n + 2) → ℤˣ)
      = Real.exp (J * spin a + K * (spin a * spin (t 0)))
        * fieldWeight (fun _ => K) (fun _ => J) t := by
  have h1 : ∑ i : Fin (n + 1), K * (spin ((Fin.cons a t : Fin (n + 2) → ℤˣ) i.castSucc)
        * spin ((Fin.cons a t : Fin (n + 2) → ℤˣ) i.succ))
      = K * (spin a * spin (t 0))
        + ∑ i : Fin n, K * (spin (t i.castSucc) * spin (t i.succ)) := by
    rw [Fin.sum_univ_succ]
    rfl
  have h2 : ∑ i : Fin (n + 2), J * spin ((Fin.cons a t : Fin (n + 2) → ℤˣ) i)
      = J * spin a + ∑ i : Fin (n + 1), J * spin (t i) := by
    rw [Fin.sum_univ_succ]
    rfl
  simp only [fieldWeight]
  rw [h1, h2, ← Real.exp_add]
  congr 1
  ring

/-- For uniform couplings the partition function of the next-nearest-neighbour chain of `n + 2`
spins is given by the `n`-th power of the two-by-two transfer matrix. -/
theorem nnnZ_eq_transfer (n : ℕ) (J K : ℝ) :
    nnnZ (fun _ : Fin (n + 1) => J) (fun _ : Fin n => K)
      = 2 * ∑ a, Real.exp (J * spin a) * ((transfer K J ^ n) *ᵥ (1 : ℤˣ → ℝ)) a := by
  -- sum over all spins but the first, by induction on the length
  have h : ∀ (m : ℕ) (a : ℤˣ), ∑ t : Fin m → ℤˣ,
      fieldWeight (fun _ => K) (fun _ => J) (Fin.cons a t : Fin (m + 1) → ℤˣ)
        = Real.exp (J * spin a) * ((transfer K J ^ m) *ᵥ (1 : ℤˣ → ℝ)) a := by
    intro m
    induction m with
    | zero => intro a; simp [fieldWeight]
    | succ m ih =>
      intro a
      rw [sum_cons, pow_succ', ← Matrix.mulVec_mulVec]
      change _ = Real.exp (J * spin a) *
        ∑ b, transfer K J a b * ((transfer K J ^ m) *ᵥ (1 : ℤˣ → ℝ)) b
      rw [Finset.mul_sum]
      refine Finset.sum_congr rfl fun b _ => ?_
      have hT : transfer K J a b = Real.exp (K * (spin a * spin b) + J * spin b) := rfl
      simp only [fieldWeight_cons, Fin.cons_zero]
      rw [← Finset.mul_sum, ih b, hT, Real.exp_add, Real.exp_add]
      ring
  rw [nnnZ_eq_two_mul_fieldZ, fieldZ, sum_cons]
  simp only [h]

end

end NextNearestIsing
```

```lean
#print axioms NextNearestIsing.nnnZ_eq_two_mul_fieldZ
#print axioms NextNearestIsing.neighbour_correlation
#print axioms NextNearestIsing.end_to_end_correlation
#print axioms NextNearestIsing.nnnZ_eq_transfer
```

```
'NextNearestIsing.nnnZ_eq_two_mul_fieldZ' depends on axioms: [propext, Classical.choice, Quot.sound]
'NextNearestIsing.neighbour_correlation' depends on axioms: [propext, Classical.choice, Quot.sound]
'NextNearestIsing.end_to_end_correlation' depends on axioms: [propext, Classical.choice, Quot.sound]
'NextNearestIsing.nnnZ_eq_transfer' depends on axioms: [propext, Classical.choice, Quot.sound]
```

## Two chains and their weights

A spin is an element of `ℤˣ`, the two-element group {1, −1}, and `spin` reads it as a real number. A configuration of n + 2 spins is a function `Fin (n + 2) → ℤˣ`, with sites counted from 0. In the sums, `i.castSucc` is site i and `i.succ` is site i + 1, so `i.castSucc.castSucc` and `i.succ.succ` are the sites i and i + 2.

The first chain, `nnnWeight`, has the Boltzmann weight

exp( Σ_i J_i s_i s_(i+1) + Σ_i K_i s_i s_(i+2) ).

The second, `fieldWeight`, has n + 1 spins t_0, …, t_n and the weight

exp( Σ_i K_i t_i t_(i+1) + Σ_i J_i t_i ).

Couplings are energies divided by k_B T, and a positive coupling favours aligned spins. The lists have new roles: K is now the nearest-neighbour coupling and J is a local field. Partition functions and thermal means are finite sums over all configurations.

The main theorem, `nnnZ_eq_two_mul_fieldZ`, states for every n and all real J_i, K_i that

Z_nnn(J, K) = 2 Z_field(K, J).

At n = 0 there are two spins, one coupling J_0 and no K, and both sides equal 4 cosh J_0.

The chain is finite, has free ends, and carries no external field on the spins s_i. Such a field would distinguish s from −s, and the factor 2 comes from that symmetry. On a closed ring the bond variables used below would also be constrained to have product 1.

## Bonds as new spins

Define the bond variables

t_i = s_i s_(i+1), i = 0, …, n.

Given s_0 and all the t_i, the chain is recovered from left to right by s_(i+1) = s_i t_i. Configurations s therefore correspond one to one to pairs (s_0, t). A function of the bonds alone does not depend on s_0, which takes two values, so

Σ_s f(t(s)) = 2 Σ_t f(t).

This is `sum_bond`. Its proof obtains the bijection from injectivity and a count of both sides. Injectivity is an induction along the chain: if two configurations agree at site i and share the bond t_i, cancelling the common factor s_i shows that they agree at site i + 1.

The nearest-neighbour energy is already a field energy, since J_i s_i s_(i+1) = J_i t_i. For the other term, the middle spin squares to one:

t_i t_(i+1) = s_i s_(i+1) s_(i+1) s_(i+2) = s_i s_(i+2).

Hence the weight of s equals the field-chain weight of its bonds, which is `nnnWeight_eq`. The step called `key` is the equation just displayed; its `linear_combination` multiplies s_(i+1)² = 1 by s_i s_(i+2). Summing the weights with `sum_bond` gives the main theorem.

## Correlations become magnetisations

If f depends only on the bonds, then so does f times the weight. Numerator and denominator of its thermal mean both acquire the factor 2, which cancels:

⟨f(t(s))⟩_nnn = ⟨f(t)⟩_field.

This is `nnnMean_bond`. Taking f(t) = t_i gives `neighbour_correlation`:

⟨s_i s_(i+1)⟩_nnn = ⟨t_i⟩_field.

For the two ends, the product of all bonds telescopes, because every interior spin occurs twice:

t_0 t_1 ⋯ t_n = s_0 s_(n+1).

The lemma `ends_eq_prod_bond` proves this by induction, adding one spin at the right end and using that the old last spin squares to one. The result is `end_to_end_correlation`:

⟨s_0 s_(n+1)⟩_nnn = ⟨t_0 t_1 ⋯ t_n⟩_field.

## A two-by-two transfer matrix

A transfer matrix for next-nearest couplings ordinarily acts on pairs of adjacent spins and is 4×4. In the bond variables a 2×2 matrix is enough. For uniform J and K, let

T(a, b) = exp(K a b + J b), a, b = ±1,

and let F_m(a) be the sum of the field-chain weights over all configurations of m + 1 spins whose first spin is a. The claim is

F_m(a) = e^(J a) (T^m 1)(a),

where 1 is the vector with both entries equal to one. For m = 0 there is a single spin and F_0(a) = e^(J a). For the induction step, place a spin a in front of a chain that begins with b. This multiplies the weight by e^(J a + K a b), so

F_(m+1)(a) = Σ_b e^(J a + K a b) F_m(b)
= e^(J a) Σ_b e^(K a b + J b) (T^m 1)(b)
= e^(J a) (T^(m+1) 1)(a).

In the file, `sum_cons` separates the sum over the first spin and `fieldWeight_cons` supplies the extra factor. Summing over a at m = n and including the factor 2 gives `nnnZ_eq_transfer`:

Z_nnn = 2 Σ_a e^(J a) (T^n 1)(a).

For this finite, uniform, classical chain in zero field, differentiating ln Z_nnn with respect to J or K gives the exact thermal mean of Σ_i s_i s_(i+1) or Σ_i s_i s_(i+2). Monte Carlo estimates of these means can be compared with the exact values, including cases where J and K compete. The file does not carry out this differentiation.

## Three spins with numbers

Take n = 1, J = ln 2 and K = 2 ln 2, so that e^J = 2 and e^K = 4. The field chain has two spins, with weights

(+,+): e^(K+2J) = 16
(−,−): e^(K−2J) = 1
(+,−) and (−,+): e^(−K) = 1/4 each.

Their sum is 35/2, so Z_nnn = 35. Directly, the three-spin configurations with s_0 = + have these weights:

+++ : 16
+−+ : 1
++− : 1/4
+−− : 1/4

They again add up to 35/2, and reversing all the spins doubles this to 35. The correlations follow from the same four numbers:

⟨s_0 s_1⟩ = (16 − 1)/(35/2) = 6/7
⟨s_0 s_2⟩ = (16 + 1 − 1/2)/(35/2) = 33/35.

## Third neighbours

The same change of variables handles a further coupling L_i s_i s_(i+3), a case that the file leaves aside. Since

s_i s_(i+3) = t_i t_(i+1) t_(i+2),

it becomes a three-spin interaction in the shorter chain, and the partition functions still differ by the factor 2.
